# A gap bounds squared k·p overlaps and the static transition sum by a multiple of q²

The momentum operator does not act on every square-integrable function, so the first decision is which space the operators live on. Here it is any complex inner-product space $E$, with no completeness required. The smooth cell-periodic functions qualify, and with a smooth local periodic potential both operators below map this space into itself. The span of finitely many plane waves qualifies too, once the potential is projected onto it. A singular Coulomb potential does not preserve smoothness, so the space of smooth functions does not serve for it, but the projected operators on the plane-wave span still do.

In atomic units, let $H_0=\tfrac12(-i\nabla+\mathbf k)^2+V$ be the cell-periodic Hamiltonian at Bloch vector $\mathbf k$. Shift $\mathbf k$ by $q\,\mathbf e$, with $\mathbf e$ a unit vector and $q$ real, and set $P=\mathbf e\cdot(-i\nabla+\mathbf k)$. Expanding the square gives the Hamiltonian at the shifted vector,

$$H(q)=H_0+qP+\tfrac{q^2}{2}.$$

The theorems use only this form and the symmetry of $H_0$ and $P$, meaning $\langle Ax,y\rangle=\langle x,Ay\rangle$ for all $x,y\in E$. In Lean the operators are linear maps `E →ₗ[ℂ] E`, symmetry is `IsSymmetric`, and $H(q)$ is `kpHamiltonian H0 P q`. The inner product `⟪x, y⟫_ℂ` is conjugate-linear in its first argument, as in Dirac notation.

```lean
import Mathlib

open scoped InnerProductSpace

namespace KPPolarizabilityHead

noncomputable section

variable {E : Type*} [NormedAddCommGroup E] [InnerProductSpace ℂ E]

/-- The k·p Hamiltonian `H0 + q P + q²/2` in atomic units: `H0` is the cell-periodic Hamiltonian
at a Bloch vector, `P` the momentum along the direction of the shift, `q` its length. -/
def kpHamiltonian (H0 P : E →ₗ[ℂ] E) (q : ℝ) : E →ₗ[ℂ] E :=
  H0 + (q : ℂ) • P + ((q ^ 2 / 2 : ℝ) : ℂ) • LinearMap.id
```

## (a) Symmetry of the shifted Hamiltonian

Let $H_0$ and $P$ be symmetric and $q$ real. Show that for all $x,y\in E$

$$\langle H(q)x,y\rangle=\langle x,H(q)y\rangle .$$

Expand the left side. The scalars $q$ and $q^2/2$ leave the first argument as their complex conjugates, which equal themselves:

$$\langle H(q)x,y\rangle=\langle H_0x,y\rangle+q\langle Px,y\rangle+\tfrac{q^2}{2}\langle x,y\rangle .$$

Moving $H_0$ and $P$ to the right by their symmetry gives $\langle x,H(q)y\rangle$.

The Lean proof is the same expansion. `Complex.conj_ofReal` expresses the reality of the scalars, and `hH x y` and `hP x y` move the operators.

```lean
/-- The k·p Hamiltonian is symmetric when `H0` and `P` are symmetric and `q` is real. -/
theorem kpHamiltonian_isSymmetric {H0 P : E →ₗ[ℂ] E} (hH : H0.IsSymmetric)
    (hP : P.IsSymmetric) (q : ℝ) : (kpHamiltonian H0 P q).IsSymmetric := by
  intro x y
  simp only [kpHamiltonian, LinearMap.add_apply, LinearMap.smul_apply, LinearMap.id_apply,
    inner_add_left, inner_add_right, inner_smul_left, inner_smul_right, Complex.conj_ofReal,
    hH x y, hP x y]
```

## (b) An exact relation between overlap and momentum

Let $H_0v=av$ and $H(q)c=bc$ with real $a$ and $b$. Here $v$ is a valence state at $\mathbf k$ and $c$ a conduction state at the shifted vector. Show that

$$\left(b-a-\tfrac{q^2}{2}\right)\langle c,v\rangle=q\,\langle c,Pv\rangle .$$

Evaluate the matrix element of $H(q)$ between $c$ and $v$ in two ways. Acting to the left gives

$$\langle H(q)c,v\rangle=b\,\langle c,v\rangle .$$

Acting to the right gives

$$\langle c,H(q)v\rangle=a\,\langle c,v\rangle+q\,\langle c,Pv\rangle+\tfrac{q^2}{2}\langle c,v\rangle .$$

By (a) the two are equal, and collecting the overlaps on one side gives the claim. This is no expansion in small $q$, and it needs neither a gap nor normalised states.

The eigenvalue equations `hv` and `hc` are hypotheses: the existence of eigenvectors is assumed. In the proof, `h` is the symmetry relation for $c$ and $v$, `hr` is the evaluation to the right, and `linear_combination h` collects the terms.

Some response codes use this relation in its limiting form. The overlap equals the matrix element of $e^{iq\mathbf e\cdot\mathbf r}$ between the two Bloch states, and it vanishes as $q\to0$ while the Coulomb factor $4\pi/q^2$ diverges. A code can therefore replace the overlap by $q\langle c,Pv\rangle/(b-a)$, with both states at $\mathbf k$, and cancel the powers of $q$ analytically. With a nonlocal pseudopotential, $H(q)$ has further $q$-dependent terms, and $P$ in this limit must be supplemented by a commutator of the nonlocal potential with position. If the plane-wave set is chosen by a kinetic-energy cutoff at each Bloch vector, the sets at the two vectors can differ, and the relation then holds only up to truncation error.

```lean
/-- For symmetric `H0` and `P`, the overlap of an eigenvector `c` of the k·p Hamiltonian with an
eigenvector `v` of `H0`, times `b - a - q²/2`, equals `q` times the momentum matrix element. -/
theorem overlap_identity {H0 P : E →ₗ[ℂ] E} (hH : H0.IsSymmetric) (hP : P.IsSymmetric)
    {q a b : ℝ} {v c : E} (hv : H0 v = (a : ℂ) • v)
    (hc : kpHamiltonian H0 P q c = (b : ℂ) • c) :
    ((b - a - q ^ 2 / 2 : ℝ) : ℂ) * ⟪c, v⟫_ℂ = (q : ℂ) * ⟪c, P v⟫_ℂ := by
  -- evaluate the matrix element of the k·p Hamiltonian to the left and to the right
  have h := kpHamiltonian_isSymmetric hH hP q c v
  have hr : ⟪c, kpHamiltonian H0 P q v⟫_ℂ =
      (a : ℂ) * ⟪c, v⟫_ℂ + (q : ℂ) * ⟪c, P v⟫_ℂ + ((q ^ 2 / 2 : ℝ) : ℂ) * ⟪c, v⟫_ℂ := by
    simp only [kpHamiltonian, LinearMap.add_apply, LinearMap.smul_apply, LinearMap.id_apply,
      hv, inner_add_right, inner_smul_right]
  rw [hc, inner_smul_left, Complex.conj_ofReal, hr] at h
  push_cast at h ⊢
  linear_combination h
```

## (c) The gap enters

Suppose in addition that $b-a-q^2/2\ge g>0$. Show that

$$|\langle c,v\rangle|^2\le\frac{q^2\,|\langle c,Pv\rangle|^2}{g^2}.$$

Take squared moduli in (b):

$$\left(b-a-\tfrac{q^2}{2}\right)^2|\langle c,v\rangle|^2=q^2\,|\langle c,Pv\rangle|^2 .$$

Since $0<g\le b-a-q^2/2$, squaring preserves the order, and the left side is at least $g^2|\langle c,v\rangle|^2$. Divide by $g^2$.

The number $g$ stands for the insulating gap, reduced by the free-electron energy of the shift. If every conduction energy lies at least $E_g$ above every valence energy, then $g=E_g-q^2/2$ is admissible whenever it is positive. For small $q$ one may also keep $g=E_g/2$ fixed, and the bound then scales as $q^2$ times the squared matrix element. The gap is a hypothesis, `hgap`, and is not derived from a potential.

In Lean, `congrArg` takes the squared moduli, `hsq` compares the squared energies, and `le_div_iff₀` handles the division.

```lean
/-- For symmetric `H0` and `P`, let `v` be an eigenvector of `H0` with eigenvalue `a` and `c` one of
the k·p Hamiltonian with eigenvalue `b`. If `b - a - q²/2 ≥ g > 0`, their squared overlap is at most
`q²/g²` times their squared momentum matrix element. -/
theorem overlap_sq_le_matrixElement {H0 P : E →ₗ[ℂ] E} (hH : H0.IsSymmetric)
    (hP : P.IsSymmetric) {q a b g : ℝ} {v c : E} (hv : H0 v = (a : ℂ) • v)
    (hc : kpHamiltonian H0 P q c = (b : ℂ) • c) (hg : 0 < g) (hgap : g ≤ b - a - q ^ 2 / 2) :
    ‖⟪c, v⟫_ℂ‖ ^ 2 ≤ q ^ 2 * ‖⟪c, P v⟫_ℂ‖ ^ 2 / g ^ 2 := by
  have h := congrArg (fun z : ℂ => ‖z‖ ^ 2) (overlap_identity hH hP hv hc)
  simp only [norm_mul, Complex.norm_real, Real.norm_eq_abs, mul_pow, sq_abs] at h
  have hsq : g ^ 2 ≤ (b - a - q ^ 2 / 2) ^ 2 := pow_le_pow_left₀ hg.le hgap 2
  rw [le_div_iff₀ (by positivity), ← h, mul_comm]
  exact mul_le_mul_of_nonneg_right hsq (by positivity)
```

## (d) A bound for one conduction band

Let $\|c\|=1$. Remove the conduction state from the right side by showing

$$|\langle c,v\rangle|^2\le\frac{q^2\,\|Pv\|^2}{g^2}.$$

The Cauchy–Schwarz inequality gives $|\langle c,Pv\rangle|\le\|c\|\,\|Pv\|=\|Pv\|$. Insert this into (c).

The state $v$ need not be normalised, since both sides scale with $\|v\|^2$. For $\|v\|=1$ the left side is a squared overlap between normalised states, and $\|Pv\|^2$ is the expectation value of $P^2$.

The Lean proof records Cauchy–Schwarz as `hcs` and chains it to (c); `gcongr` carries the inequality through the square and the positive factors.

```lean
/-- For symmetric `H0` and `P`, a normalised eigenvector `c` of the k·p Hamiltonian and an
eigenvector `v` of `H0` with `b - a - q²/2 ≥ g > 0` satisfy `|⟨c,v⟩|² ≤ q² ‖P v‖² / g²`. -/
theorem overlap_sq_le {H0 P : E →ₗ[ℂ] E} (hH : H0.IsSymmetric) (hP : P.IsSymmetric)
    {q a b g : ℝ} {v c : E} (hv : H0 v = (a : ℂ) • v)
    (hc : kpHamiltonian H0 P q c = (b : ℂ) • c) (hnorm : ‖c‖ = 1)
    (hg : 0 < g) (hgap : g ≤ b - a - q ^ 2 / 2) :
    ‖⟪c, v⟫_ℂ‖ ^ 2 ≤ q ^ 2 * ‖P v‖ ^ 2 / g ^ 2 := by
  have hcs : ‖⟪c, P v⟫_ℂ‖ ≤ ‖P v‖ := by
    simpa only [hnorm, one_mul] using norm_inner_le_norm (𝕜 := ℂ) c (P v)
  refine (overlap_sq_le_matrixElement hH hP hv hc hg hgap).trans ?_
  gcongr
```

## (e) All conduction bands together

Let $c_i$ be orthonormal, with $H(q)c_i=b_ic_i$ and $b_i-a-q^2/2\ge g>0$ for every $i$ in a finite set $s$. Show that the total obeys the same bound as a single band:

$$\sum_{i\in s}|\langle c_i,v\rangle|^2\le\frac{q^2\,\|Pv\|^2}{g^2}.$$

Adding up (d) would bring in a factor equal to the number of bands. Add up (c) instead:

$$\sum_{i\in s}|\langle c_i,v\rangle|^2\le\frac{q^2}{g^2}\sum_{i\in s}|\langle c_i,Pv\rangle|^2 .$$

Bessel's inequality for the vector $Pv$ bounds the last sum by $\|Pv\|^2$.

In the statement, `s : Finset ι` selects the bands. Orthonormality is required of the whole family `c`, the eigenvalue equation and the gap only on `s`. The `calc` block follows the two steps above, with Bessel's inequality as `hB`.

```lean
/-- For symmetric `H0` and `P`, let `v` be an eigenvector of `H0` with eigenvalue `a`. Its squared
overlaps with any finite set of orthonormal k·p eigenvectors, with eigenvalues `b i` that all
satisfy `b i - a - q²/2 ≥ g > 0`, add up to at most `q² ‖P v‖² / g²`. -/
theorem sum_overlap_sq_le {ι : Type*} {H0 P : E →ₗ[ℂ] E} (hH : H0.IsSymmetric)
    (hP : P.IsSymmetric) {q a g : ℝ} {b : ι → ℝ} {v : E} {c : ι → E} (s : Finset ι)
    (hv : H0 v = (a : ℂ) • v) (hc : ∀ i ∈ s, kpHamiltonian H0 P q (c i) = (b i : ℂ) • c i)
    (hon : Orthonormal ℂ c) (hg : 0 < g) (hgap : ∀ i ∈ s, g ≤ b i - a - q ^ 2 / 2) :
    ∑ i ∈ s, ‖⟪c i, v⟫_ℂ‖ ^ 2 ≤ q ^ 2 * ‖P v‖ ^ 2 / g ^ 2 := by
  -- Bessel's inequality for the vector `P v`
  have hB : ∑ i ∈ s, ‖⟪c i, P v⟫_ℂ‖ ^ 2 ≤ ‖P v‖ ^ 2 := hon.sum_inner_products_le (P v)
  calc ∑ i ∈ s, ‖⟪c i, v⟫_ℂ‖ ^ 2
      ≤ ∑ i ∈ s, q ^ 2 * ‖⟪c i, P v⟫_ℂ‖ ^ 2 / g ^ 2 := Finset.sum_le_sum fun i hi =>
        overlap_sq_le_matrixElement hH hP hv (hc i hi) hg (hgap i hi)
    _ = q ^ 2 * (∑ i ∈ s, ‖⟪c i, P v⟫_ℂ‖ ^ 2) / g ^ 2 := by
        rw [Finset.mul_sum, Finset.sum_div]
    _ ≤ q ^ 2 * ‖P v‖ ^ 2 / g ^ 2 := by gcongr
```

## (f) The static transition sum

Now take valence states $v_j$ with $H_0v_j=a_jv_j$ for $j$ in a finite set $t$, and assume $b_i-a_j-q^2/2\ge g>0$ for all pairs. Define

$$S=\sum_{j\in t}\sum_{i\in s}\frac{|\langle c_i,v_j\rangle|^2}{b_i-a_j}$$

and show that

$$S\le\frac{q^2}{g^3}\sum_{j\in t}\|Pv_j\|^2 .$$

Each transition energy satisfies $b_i-a_j\ge g+q^2/2\ge g$. For fixed $j$, replace the denominators by $g$ and apply (e):

$$\sum_{i\in s}\frac{|\langle c_i,v_j\rangle|^2}{b_i-a_j}\le\frac1g\sum_{i\in s}|\langle c_i,v_j\rangle|^2\le\frac{q^2\,\|Pv_j\|^2}{g^3}.$$

Summing over $j$ finishes the derivation.

For independent particles, orthonormal valence states and finitely many bands, $S$ is the contribution of one Bloch vector to the head of the static polarizability, without sign and prefactor. It counts transitions from valence states at $\mathbf k$ to conduction states at the shifted vector. The polarizability also contains the terms with the two vectors exchanged. Under time-reversal symmetry these give the same total after the Brillouin-zone sum, so a factor of 2 in the prefactor accounts for them. At fixed $g$, $S$ is at most of order $q^2$, so its product with the Coulomb factor $4\pi/q^2$ stays bounded as $q\to0$. The theorem gives an upper bound, not the limiting coefficient. It leaves out the Brillouin-zone sum, finite frequency, local fields and electron interaction.

In Lean, $S$ is `headSum s t c v b a`. The proof treats each $j$ separately: `h` is the lower bound on the transition energy, and `sum_overlap_sq_le` is part (e).

```lean
/-- The static transition sum `∑ |⟨c,v⟩|² / (b - a)` over valence states `v` and conduction
states `c`, meant for `b i ≠ a j`: the head of the independent-particle polarizability at one
Bloch vector, without sign and prefactor. -/
def headSum {ι κ : Type*} (s : Finset ι) (t : Finset κ) (c : ι → E) (v : κ → E)
    (b : ι → ℝ) (a : κ → ℝ) : ℝ :=
  ∑ j ∈ t, ∑ i ∈ s, ‖⟪c i, v j⟫_ℂ‖ ^ 2 / (b i - a j)

/-- For symmetric `H0` and `P`, valence eigenvectors of `H0` and orthonormal conduction
eigenvectors of the k·p Hamiltonian with `b i - a j - q²/2 ≥ g > 0` for all pairs, the static
transition sum is at most `q² ∑ ‖P v‖² / g³`. -/
theorem headSum_le {ι κ : Type*} {H0 P : E →ₗ[ℂ] E} (hH : H0.IsSymmetric)
    (hP : P.IsSymmetric) {q g : ℝ} {b : ι → ℝ} {a : κ → ℝ} {c : ι → E} {v : κ → E}
    (s : Finset ι) (t : Finset κ) (hv : ∀ j ∈ t, H0 (v j) = (a j : ℂ) • v j)
    (hc : ∀ i ∈ s, kpHamiltonian H0 P q (c i) = (b i : ℂ) • c i) (hon : Orthonormal ℂ c)
    (hg : 0 < g) (hgap : ∀ j ∈ t, ∀ i ∈ s, g ≤ b i - a j - q ^ 2 / 2) :
    headSum s t c v b a ≤ q ^ 2 * (∑ j ∈ t, ‖P (v j)‖ ^ 2) / g ^ 3 := by
  unfold headSum
  rw [Finset.mul_sum, Finset.sum_div]
  refine Finset.sum_le_sum fun j hj => ?_
  calc ∑ i ∈ s, ‖⟪c i, v j⟫_ℂ‖ ^ 2 / (b i - a j)
      ≤ ∑ i ∈ s, ‖⟪c i, v j⟫_ℂ‖ ^ 2 / g := by
        -- every transition energy is at least `g`
        refine Finset.sum_le_sum fun i hi => ?_
        have h : g ≤ b i - a j := by linarith [hgap j hj i hi, sq_nonneg q]
        exact div_le_div_of_nonneg_left (by positivity) hg h
    _ = (∑ i ∈ s, ‖⟪c i, v j⟫_ℂ‖ ^ 2) / g := by rw [Finset.sum_div]
    _ ≤ (q ^ 2 * ‖P (v j)‖ ^ 2 / g ^ 2) / g :=
        div_le_div_of_nonneg_right
          (sum_overlap_sq_le hH hP s (hv j hj) hc hon hg (hgap j hj)) hg.le
    _ = q ^ 2 * ‖P (v j)‖ ^ 2 / g ^ 3 := by rw [div_div, ← pow_succ]
```

## (g) A two-band model that attains the bound

Take $E=\mathbb C^2$, $q=3$ and

$$H_0=\begin{pmatrix}0&0\\0&16\end{pmatrix},\qquad P=\begin{pmatrix}3&4\\4&0\end{pmatrix},\qquad v=\begin{pmatrix}1\\0\end{pmatrix},\qquad c=\frac15\begin{pmatrix}3\\4\end{pmatrix}.$$

Show that the hypotheses of (d) hold with $a=0$, $b=59/2$ and $g=25$, and that

$$|\langle c,v\rangle|^2=\frac{q^2\,\|Pv\|^2}{g^2}.$$

Both matrices are real and symmetric, $H_0v=0$, and $\|c\|=1$. The shifted Hamiltonian is

$$H(3)=\begin{pmatrix}9&12\\12&16\end{pmatrix}+\frac92 .$$

The matrix sends $(3,4)$ to $(75,100)=25\,(3,4)$, so $H(3)c=\left(25+\tfrac92\right)c=\tfrac{59}{2}c$. Hence $b-a-q^2/2=25=g$. The overlap is $3/5$, with square $9/25$. Since $Pv=(3,4)$ has squared norm $25$, the right side is $9\cdot25/625=9/25$ as well.

Equality occurs because both estimates are tight: $b-a-q^2/2$ equals $g$, and $Pv=5c$ is parallel to $c$. No smaller numerical factor in (d) would therefore hold for all symmetric $H_0$ and $P$. The model does not decide whether a smaller factor holds for the Schrödinger operators of crystals. The numbers are chosen for convenience and describe no material.

In Lean the matrices are the linear maps `modelH0` and `modelP`. The theorem is a conjunction of the hypotheses and the final equality, with the gap condition stated as an equation. Its proof checks the entries one by one; `h1` is the overlap and `h2` the squared norm of $Pv$.

```lean
/-- A two-band Hamiltonian, the diagonal matrix with entries 0 and 16. -/
def modelH0 : EuclideanSpace ℂ (Fin 2) →ₗ[ℂ] EuclideanSpace ℂ (Fin 2) where
  toFun x := !₂[0, 16 * x 1]
  map_add' x y := by ext i; fin_cases i <;> simp [mul_add]
  map_smul' m x := by ext i; fin_cases i <;> simp; ring

/-- A two-band momentum, the matrix with rows (3, 4) and (4, 0). -/
def modelP : EuclideanSpace ℂ (Fin 2) →ₗ[ℂ] EuclideanSpace ℂ (Fin 2) where
  toFun x := !₂[3 * x 0 + 4 * x 1, 4 * x 0]
  map_add' x y := by ext i; fin_cases i <;> simp <;> ring
  map_smul' m x := by ext i; fin_cases i <;> simp <;> ring

/-- The two-band model with `q = 3`, `v = (1, 0)`, `c = (3/5, 4/5)`, `a = 0`, `b = 59/2` and
`g = 25` meets all hypotheses of the overlap bound and attains equality in it. -/
theorem overlap_sq_le_sharp_witness :
    let v : EuclideanSpace ℂ (Fin 2) := !₂[1, 0]
    let c : EuclideanSpace ℂ (Fin 2) := !₂[3 / 5, 4 / 5]
    modelH0.IsSymmetric ∧ modelP.IsSymmetric ∧ modelH0 v = ((0 : ℝ) : ℂ) • v ∧
      kpHamiltonian modelH0 modelP 3 c = ((59 / 2 : ℝ) : ℂ) • c ∧ ‖c‖ = 1 ∧
      (25 : ℝ) = 59 / 2 - 0 - 3 ^ 2 / 2 ∧
      ‖⟪c, v⟫_ℂ‖ ^ 2 = 3 ^ 2 * ‖modelP v‖ ^ 2 / 25 ^ 2 := by
  intro v c
  -- the numerals in the model are real
  have h3 : (starRingEnd ℂ) 3 = 3 := by apply Complex.ext <;> simp
  have h4 : (starRingEnd ℂ) 4 = 4 := by apply Complex.ext <;> simp
  have h5 : (starRingEnd ℂ) 5 = 5 := by apply Complex.ext <;> simp
  have h16 : (starRingEnd ℂ) 16 = 16 := by apply Complex.ext <;> simp
  refine ⟨?_, ?_, ?_, ?_, ?_, by norm_num, ?_⟩
  · intro x y
    simp [modelH0, PiLp.inner_apply, Fin.sum_univ_two, h16]
    ring
  · intro x y
    simp [modelP, PiLp.inner_apply, Fin.sum_univ_two, h3, h4]
    ring
  · ext i
    fin_cases i <;> simp [modelH0, v]
  · ext i
    fin_cases i <;> simp [kpHamiltonian, modelH0, modelP, c] <;> norm_num
  · rw [EuclideanSpace.norm_eq, Real.sqrt_eq_one]
    simp [c, Fin.sum_univ_two]
    norm_num
  · have h1 : ⟪c, v⟫_ℂ = 3 / 5 := by
      simp [c, v, PiLp.inner_apply, Fin.sum_univ_two, h3, h5]
    have h2 : ‖modelP v‖ ^ 2 = 25 := by
      rw [EuclideanSpace.norm_sq_eq]
      simp [modelP, v, Fin.sum_univ_two]
      norm_num
    rw [h1, h2]
    norm_num

end

end KPPolarizabilityHead
```

```lean
#print axioms KPPolarizabilityHead.overlap_sq_le
-- 'KPPolarizabilityHead.overlap_sq_le' depends on axioms: [propext, Classical.choice, Quot.sound]
#print axioms KPPolarizabilityHead.sum_overlap_sq_le
-- 'KPPolarizabilityHead.sum_overlap_sq_le' depends on axioms: [propext, Classical.choice, Quot.sound]
#print axioms KPPolarizabilityHead.headSum_le
-- 'KPPolarizabilityHead.headSum_le' depends on axioms: [propext, Classical.choice, Quot.sound]
```
